# In a model without interference, plasmon replica ratios fall towards the extrinsic loss ratio

Plasmon satellites in a core-level photoemission spectrum have two sources: plasmon creation by the core hole, and losses as the photoelectron travels through the solid. The model below has a single plasmon mode and adds intensities, not amplitudes. Each further loss in transport multiplies the intensity by the same factor, the extrinsic loss ratio. In this model, the ratio of each replica's intensity to that of the line before it tends, at high order, to the extrinsic loss ratio. Subtracting this limit from the first ratio gives the strength of plasmon creation by the core hole.

```lean
import Mathlib

open Filter Topology

namespace PlasmonSatellites

noncomputable section
```

## Two ways to lose a plasmon energy

The $n$-th replica lies $n$ plasmon energies below the main line in kinetic energy. Suppose $m$ of its plasmons were created intrinsically, by the sudden appearance of the core hole, and the other $n-m$ extrinsically, as the photoelectron travelled out. Intrinsic creation is taken to be Poissonian with mean number $b$, and each further extrinsic loss multiplies the intensity by the same factor $a$. A constant factor suits emitters spread evenly through a thick solid, with straight electron paths and mean free paths that do not change with energy. For emitters at a single depth, the extrinsic losses would be Poissonian too. With the constant factor,

$$I_n=\sum_{m=0}^{n}a^{n-m}\frac{b^m}{m!}.$$

The common Poisson factor $e^{-b}$ is left out, so the main line has $I_0=1$. In Lean, `a` and `b` are real numbers, and `Finset.range (n + 1)` runs over $m=0,\dots,n$, where the natural-number subtraction `n - m` is the ordinary one.

```lean
/-- Intensity of the `n`-th plasmon replica relative to the main line (`n = 0`), summed over the
number `m` of plasmons created intrinsically with strength `b`; the other `n - m` are extrinsic
losses with ratio `a`. -/
def plasmonIntensity (a b : ℝ) (n : ℕ) : ℝ :=
  ∑ m ∈ Finset.range (n + 1), a ^ (n - m) * b ^ m / (m.factorial : ℝ)
```

Write $r_n=I_{n+1}/I_n$. The first replica's ratio to the main line is therefore $r_0$.

```lean
/-- Ratio of the intensities of replicas `n + 1` and `n`, meant for a nonzero intensity of
replica `n`. -/
def satelliteRatio (a b : ℝ) (n : ℕ) : ℝ :=
  plasmonIntensity a b (n + 1) / plasmonIntensity a b n
```

Identifying measured areas with $I_n$ is a physical assumption: it neglects interference between intrinsic and extrinsic creation.

## One more loss

In $I_{n+1}$, every term with $m\le n$ contains one more factor $a$ than its partner in $I_n$. The term $m=n+1$ is purely intrinsic. Thus

$$I_{n+1}=aI_n+\frac{b^{n+1}}{(n+1)!}.$$

The proof splits off the last term with `Finset.sum_range_succ` and compares the rest term by term.

```lean
/-- Replica `n + 1` consists of replica `n` followed by one more extrinsic loss, plus the
purely intrinsic creation of `n + 1` plasmons. -/
theorem plasmonIntensity_succ (a b : ℝ) (n : ℕ) :
    plasmonIntensity a b (n + 1)
      = a * plasmonIntensity a b n + b ^ (n + 1) / ((n + 1).factorial : ℝ) := by
  unfold plasmonIntensity
  rw [Finset.sum_range_succ _ (n + 1), Finset.mul_sum]
  congr 1
  · refine Finset.sum_congr rfl fun m hm => ?_
    have hm' := Finset.mem_range.mp hm
    have h : n + 1 - m = (n - m) + 1 := by omega
    rw [h, pow_succ]
    ring
  · rw [Nat.sub_self, pow_zero, one_mul]
```

From here to the recovery of $b$, both $a$ and $b$ are positive. Since $I_0=1$ and the intrinsic term is positive, induction gives $I_{n+1}\ge aI_n\ge a^{n+1}$. So $I_n\ge a^n>0$ for all $n$.

```lean
/-- For positive `a` and `b`, the `n`-th replica is at least as intense as its purely
extrinsic part `a ^ n`. -/
theorem pow_le_plasmonIntensity {a b : ℝ} (ha : 0 < a) (hb : 0 < b) (n : ℕ) :
    a ^ n ≤ plasmonIntensity a b n := by
  induction n with
  | zero => simp [plasmonIntensity]
  | succ n ih =>
    rw [plasmonIntensity_succ, pow_succ']
    have h1 : a * a ^ n ≤ a * plasmonIntensity a b n :=
      mul_le_mul_of_nonneg_left ih ha.le
    have h2 : 0 < b ^ (n + 1) / ((n + 1).factorial : ℝ) := by positivity
    linarith
```

Dividing the recursion by $I_n$ gives the exact excess over $a$, and replacing $I_n$ by its lower bound $a^n$ gives an upper bound:

$$r_n=a+\frac{b^{n+1}}{(n+1)!\,I_n},\qquad a<r_n\le a+\frac{b^{n+1}}{(n+1)!\,a^n}.$$

At the smallest order, $n=0$, the upper bound is attained: both sides equal $a+b$.

```lean
/-- For positive `a` and `b`, the ratio of successive replicas exceeds the extrinsic loss
ratio `a`, by at most `b ^ (n + 1) / ((n + 1)! * a ^ n)`. -/
theorem satelliteRatio_bounds {a b : ℝ} (ha : 0 < a) (hb : 0 < b) (n : ℕ) :
    a < satelliteRatio a b n ∧
      satelliteRatio a b n ≤ a + b ^ (n + 1) / (((n + 1).factorial : ℝ) * a ^ n) := by
  have hle := pow_le_plasmonIntensity ha hb n
  have hI : 0 < plasmonIntensity a b n := lt_of_lt_of_le (pow_pos ha n) hle
  -- the exact excess over the extrinsic ratio
  have hr : satelliteRatio a b n
      = a + b ^ (n + 1) / (((n + 1).factorial : ℝ) * plasmonIntensity a b n) := by
    unfold satelliteRatio
    rw [plasmonIntensity_succ, add_div, mul_div_assoc, div_self hI.ne', mul_one, div_div]
  rw [hr]
  constructor
  · have h : 0 < b ^ (n + 1) / (((n + 1).factorial : ℝ) * plasmonIntensity a b n) := by
      positivity
    linarith
  · gcongr
```

## The first ratio and the high-order limit

Directly from the sum, $I_1/I_0=a+b$, which mixes the two mechanisms. For high order, rewrite the upper bound as

$$a+a\,\frac{(b/a)^{n+1}}{(n+1)!}\longrightarrow a.$$

The ratio is squeezed between $a$ and this expression. It is the ratio that isolates transport; the replica itself still contains intrinsic contributions.

The limit rests on Mathlib's `FloorSemiring.tendsto_pow_div_factorial_atTop`, which says that $c^n/n!\to0$ for any fixed real $c$, here $c=b/a$. Composition with `tendsto_add_atTop_nat 1` shifts the index to $n+1$; `const_mul` and `const_add` then build the upper bound together with its limit. No condition $b<a$ is needed.

```lean
/-- For positive extrinsic ratio `a` and intrinsic strength `b`, the first replica has
intensity `a + b` relative to the main line, while the ratio of successive replicas tends
to `a` at high order. -/
theorem first_ratio_and_high_order_limit {a b : ℝ} (ha : 0 < a) (hb : 0 < b) :
    plasmonIntensity a b 1 / plasmonIntensity a b 0 = a + b ∧
      Tendsto (fun n => plasmonIntensity a b (n + 1) / plasmonIntensity a b n)
        atTop (𝓝 a) := by
  constructor
  · simp [plasmonIntensity, Finset.sum_range_succ]
  · -- the factorial beats every power, so the upper bound tends to `a`
    have h0 := (((FloorSemiring.tendsto_pow_div_factorial_atTop (b / a)).comp
      (tendsto_add_atTop_nat 1)).const_mul a).const_add a
    rw [mul_zero, add_zero] at h0
    refine tendsto_of_tendsto_of_tendsto_of_le_of_le tendsto_const_nhds h0
      (fun n => (satelliteRatio_bounds ha hb n).1.le) (fun n => ?_)
    have he : b ^ (n + 1) / (((n + 1).factorial : ℝ) * a ^ n)
        = a * ((b / a) ^ (n + 1) / ((n + 1).factorial : ℝ)) := by
      rw [div_pow, pow_succ a n]
      field_simp
    have h := (satelliteRatio_bounds ha hb n).2
    rw [he] at h
    exact h
```

## Every finite order overestimates the transport ratio

The decrease is monotonic. To show this, first prove $bI_n<(n+2)I_{n+1}$. For $n=0$ it reads $b<2(a+b)$. With $T_k=b^k/k!$, so that $bT_{n+1}=(n+2)T_{n+2}$, the induction step is

$$\begin{aligned}
bI_{n+1}&=a\,bI_n+(n+2)T_{n+2}\\
&<(n+2)(aI_{n+1}+T_{n+2})\\
&=(n+2)I_{n+2}<(n+3)I_{n+2}.
\end{aligned}$$

In Lean, `r2` and `hL` expand the two sides of the goal by the recursion, and `nlinarith` closes it with the help of the induction hypothesis multiplied by $a$.

```lean
/-- For positive `a` and `b`, replica `n + 1` is more intense than the fraction
`b / (n + 2)` of replica `n`. -/
theorem intrinsic_growth_bound {a b : ℝ} (ha : 0 < a) (hb : 0 < b) (n : ℕ) :
    b * plasmonIntensity a b n < ((n : ℝ) + 2) * plasmonIntensity a b (n + 1) := by
  induction n with
  | zero =>
    have h0 : plasmonIntensity a b 0 = 1 := by simp [plasmonIntensity]
    have h1 : plasmonIntensity a b (0 + 1) = a + b := by
      simp [plasmonIntensity, Finset.sum_range_succ]
    rw [h0, h1, Nat.cast_zero]
    linarith
  | succ n ih =>
    have hI : 0 < plasmonIntensity a b (n + 1) :=
      lt_of_lt_of_le (pow_pos ha _) (pow_le_plasmonIntensity ha hb _)
    have hf : ((n + 2).factorial : ℝ) = ((n : ℝ) + 2) * ((n + 1).factorial : ℝ) := by
      have h : (n + 2).factorial = (n + 2) * (n + 1).factorial := Nat.factorial_succ (n + 1)
      exact_mod_cast h
    have h2 : (n : ℝ) + 2 ≠ 0 := by positivity
    have hT : b * (b ^ (n + 1) / ((n + 1).factorial : ℝ))
        = ((n : ℝ) + 2) * (b ^ (n + 2) / ((n + 2).factorial : ℝ)) := by
      rw [hf, mul_div_assoc', mul_div_assoc', mul_div_mul_left _ _ h2]
      ring
    have hpos : 0 < b ^ (n + 2) / ((n + 2).factorial : ℝ) := by positivity
    -- apply the recursion to both replicas
    have r2 : plasmonIntensity a b (n + 1 + 1) = a * plasmonIntensity a b (n + 1)
        + b ^ (n + 2) / ((n + 2).factorial : ℝ) := plasmonIntensity_succ a b (n + 1)
    have hL : b * plasmonIntensity a b (n + 1) = a * (b * plasmonIntensity a b n)
        + ((n : ℝ) + 2) * (b ^ (n + 2) / ((n + 2).factorial : ℝ)) := by
      rw [plasmonIntensity_succ, ← hT]
      ring
    rw [r2, hL]
    push_cast
    nlinarith [mul_lt_mul_of_pos_left ih ha, mul_pos ha hI, hpos]
```

The excesses over $a$ are $T_{n+1}/I_n$. Cross-multiplying, $T_{n+2}/I_{n+1}<T_{n+1}/I_n$ is equivalent to the inequality just proved. Hence $r_{n+1}<r_n$, which `StrictAnti` expresses for the whole sequence.

```lean
/-- For positive `a` and `b`, the ratio of successive replicas strictly decreases with the
plasmon order. -/
theorem satelliteRatio_strictAnti {a b : ℝ} (ha : 0 < a) (hb : 0 < b) :
    StrictAnti (satelliteRatio a b) := by
  refine strictAnti_nat_of_succ_lt fun n => ?_
  have hI : ∀ k, 0 < plasmonIntensity a b k := fun k =>
    lt_of_lt_of_le (pow_pos ha k) (pow_le_plasmonIntensity ha hb k)
  have hf : ((n + 2).factorial : ℝ) = ((n : ℝ) + 2) * ((n + 1).factorial : ℝ) := by
    have h : (n + 2).factorial = (n + 2) * (n + 1).factorial := Nat.factorial_succ (n + 1)
    exact_mod_cast h
  have hr : ∀ k, satelliteRatio a b k
      = a + b ^ (k + 1) / (((k + 1).factorial : ℝ) * plasmonIntensity a b k) := fun k => by
    unfold satelliteRatio
    rw [plasmonIntensity_succ, add_div, mul_div_assoc, div_self (hI k).ne', mul_one, div_div]
  have h0 := hI n
  have h1 := hI (n + 1)
  -- compare the two excesses over `a`
  have key : b ^ (n + 2) / (((n + 2).factorial : ℝ) * plasmonIntensity a b (n + 1))
      < b ^ (n + 1) / (((n + 1).factorial : ℝ) * plasmonIntensity a b n) := by
    rw [div_lt_div_iff₀ (by positivity) (by positivity), hf]
    have hc : 0 < b ^ (n + 1) * ((n + 1).factorial : ℝ) := by positivity
    have h := mul_lt_mul_of_pos_left (intrinsic_growth_bound ha hb n) hc
    calc _ = b ^ (n + 1) * ((n + 1).factorial : ℝ) * (b * plasmonIntensity a b n) := by ring
      _ < _ := h
      _ = _ := by ring
  rw [hr (n + 1), hr n]
  exact (add_lt_add_iff_left a).mpr key
```

## Recovering the intrinsic strength

Subtracting the limits gives $r_0-r_n\to(a+b)-a=b$. Because $r_n>a$, the difference at any finite order underestimates $b$.

```lean
/-- For positive `a` and `b`, the first replica ratio minus the ratio at order `n` tends to
the intrinsic strength `b`. -/
theorem intrinsic_strength_from_ratios {a b : ℝ} (ha : 0 < a) (hb : 0 < b) :
    Tendsto (fun n => satelliteRatio a b 0 - satelliteRatio a b n) atTop (𝓝 b) := by
  obtain ⟨h1, h2⟩ := first_ratio_and_high_order_limit ha hb
  have h3 : satelliteRatio a b 0 = a + b := h1
  have h := h2.const_sub (a + b)
  rw [add_sub_cancel_left] at h
  rw [h3]
  exact h
```

## The summed intensity

For $0\le a<1$ and any real $b$, both series below converge absolutely, and their Cauchy product collects the terms of each $I_n$:

$$\sum_{n=0}^{\infty}I_n=\left(\sum_{m=0}^{\infty}\frac{b^m}{m!}\right)\left(\sum_{k=0}^{\infty}a^k\right)=\frac{e^b}{1-a}.$$

`HasSum` states convergence to this value. With the factor $e^{-b}$ restored, the total is $1/(1-a)$, so intrinsic creation only redistributes intensity among the lines. At $a=0$ the intensities reduce to the unnormalised Poisson weights $b^n/n!$, whose sum, main line included, is $e^b$.

```lean
/-- For an extrinsic ratio `0 ≤ a < 1`, the intensities of the main line and all replicas
sum to `exp b / (1 - a)`. -/
theorem total_intensity {a : ℝ} (b : ℝ) (ha : 0 ≤ a) (ha1 : a < 1) :
    HasSum (plasmonIntensity a b) (Real.exp b / (1 - a)) := by
  have he : ∑' k : ℕ, b ^ k / (k.factorial : ℝ) = Real.exp b := by
    rw [Real.exp_eq_exp_ℝ, NormedSpace.exp_eq_tsum_div]
  -- Cauchy product of the intrinsic and extrinsic series
  have h := hasSum_sum_range_mul_of_summable_norm
    (Real.summable_pow_div_factorial b).norm (summable_geometric_of_lt_one ha ha1).norm
  rw [he, tsum_geometric_of_lt_one ha ha1, ← div_eq_mul_inv] at h
  have hfun : plasmonIntensity a b = fun n : ℕ =>
      ∑ k ∈ Finset.range (n + 1), b ^ k / (k.factorial : ℝ) * a ^ (n - k) := by
    funext n
    unfold plasmonIntensity
    exact Finset.sum_congr rfl fun m _ => by ring
  rw [hfun]
  exact h

end

end PlasmonSatellites
```

```lean
#print axioms PlasmonSatellites.satelliteRatio_bounds
#print axioms PlasmonSatellites.satelliteRatio_strictAnti
#print axioms PlasmonSatellites.intrinsic_strength_from_ratios
#print axioms PlasmonSatellites.total_intensity
```

```
'PlasmonSatellites.satelliteRatio_bounds' depends on axioms: [propext, Classical.choice, Quot.sound]
'PlasmonSatellites.satelliteRatio_strictAnti' depends on axioms: [propext, Classical.choice, Quot.sound]
'PlasmonSatellites.intrinsic_strength_from_ratios' depends on axioms: [propext, Classical.choice, Quot.sound]
'PlasmonSatellites.total_intensity' depends on axioms: [propext, Classical.choice, Quot.sound]
```
